# Transmission through a two-band barrier at energies inside the gap

## Amplitudes and conventions

Let u(x) and v(x) be the amplitudes of the right-moving and left-moving waves at energy E in a medium that fills 0 ≤ x ≤ L and has a band gap from −m to m. A wave arrives from the left with |E| < m, where the medium carries no propagating wave. The problem is to find the fraction that gets through.

The amplitudes obey the stationary two-band equations

−iP u′ + i m v = E u

iP v′ − i m u = E v

Two constants describe the material. The band coupling P > 0 is ħ times the speed of the waves when there is no gap, and the half-gap m measures how strongly the medium mixes the two directions of motion. Here m is an energy, not a mass, and P is not a momentum.

Solving for the derivatives gives (u, v)′ = G (u, v), with

G = (1/P) [[iE, m], [m, −iE]].

Since G is constant, the derivative of exp(−xG)(u, v) vanishes, so the amplitudes at L are those at 0 multiplied by the transfer matrix M = exp(LG). On both sides of the barrier we take gapless leads with the same P, so that u and v are there the separate incoming and outgoing waves, and |u|² and |v|² are proportional to their fluxes.

## What is stated

Write q = √(m² − E²)/P for the decay constant of the amplitudes and T for the inverse squared modulus of the (2,2) entry of M. For P > 0 and |E| < m,

T = (m² − E²) / (m² cosh²(qL) − E²).

This is `transmission_eq`. In Lean, `generator`, `transfer`, `decay` and `transmission` stand for G, M, q and T. `P`, `m`, `E` and `L` are real numbers, the matrices are complex, and `transfer` is the matrix exponential itself. Lean counts rows and columns from 0, so the (2,2) entry is `transfer P m E L 1 1`. The condition `|E| < m` contains m > 0. The length may be any real number; at L = 0 the formula gives T = 1.

The theorem `scattering` justifies the name "transmission". Its hypotheses say that M takes the incident and reflected amplitudes (a, b) at the left end to (t, 0) at the right end, with no wave coming in from the right. It concludes that

|t|² = T |a|² and |b|² = (1 − T) |a|².

The step from the differential equations to these hypotheses is the short argument with exp(−xG) above; in Lean the relation between the two ends is assumed.

The third result, `transmission_midgap`, is the case E = 0:

T = 1/cosh²(mL/P).

The same q is the decay constant in the gap of a narrow-gap semiconductor when it is described by two symmetric bands in one dimension. The formula for T assumes in addition coherent, non-interacting electrons, a uniform barrier and the gapless leads above. A tunnel junction between doped semiconductors has other leads and a potential that varies along the junction.

## The transfer matrix in closed form

The definition of q gives (qP)² = m² − E² > 0. Consider the two vectors

w₊ = (m, qP − iE), w₋ = (m, −qP − iE).

The first component of G w₊ is (iEm + mqP − iEm)/P = qm. The second is

(m² − iE(qP − iE))/P = (m² − E² − iE qP)/P = q(qP − iE).

So G w₊ = q w₊, and the same calculation with −q gives G w₋ = −q w₋. These are the growing and the decaying mode, and exp(LG) multiplies them by e^(qL) and e^(−qL).

Now set

c = cosh(qL), s = sinh(qL)/(qP).

The matrix c·1 + sP·G multiplies w₊ and w₋ by c ± s qP = cosh(qL) ± sinh(qL), which are the same two factors. The vectors are independent because m and q are nonzero, so the two matrices are equal:

M = [[c + isE, sm], [sm, c − isE]].

## The transmission formula

The squared modulus of the (2,2) entry is c² + s²E². With sinh² = cosh² − 1,

c² + s²E² = cosh²(qL) + E²(cosh²(qL) − 1)/(m² − E²)

= (m² cosh²(qL) − E²)/(m² − E²).

Its inverse is the stated T. At E = 0 we have q = m/P, and the fraction reduces to 1/cosh²(mL/P).

## Transmitted and reflected fractions

The determinant of M is

c² − s²(m² − E²) = cosh²(qL) − sinh²(qL) = 1.

The condition of no wave from the right reads 0 = sm a + (c − isE) b, hence

b = −sm a/(c − isE).

Inserting this in t = (c + isE) a + sm b gives

t = (c² + s²E² − s²m²) a/(c − isE) = a/(c − isE).

Therefore |t|² = T|a|². For the reflected wave, |b|² = s²m² T|a|². The unit determinant gives s²m² = c² + s²E² − 1 = 1/T − 1, so |b|² = (1 − T)|a|².

## The formula in a current calculation

In a calculation of the ballistic current through such a barrier, T is evaluated on a grid of energies, multiplied by the difference of the occupations in the two leads, and integrated, which gives the current up to a constant factor. The formula above covers the energies inside the gap; for |E| > m, cosh(qL) is replaced in it by cos(√(E² − m²) L/P). Take as illustrative values P = 1 eV nm, m = 0.5 eV and L = 4 nm. At midgap mL/P = 2 and T ≈ 0.071. At E = 0.3 eV, q = 0.4 nm⁻¹, qL = 1.6 and

T = 0.16/(0.25 × 6.643 − 0.09) ≈ 0.102.

If the potential varies along the barrier, it is cut into slices of constant potential Vⱼ. Each slice has its own matrix with E − Vⱼ in place of E, and the matrices are multiplied with later slices on the left. The closed form of M was derived for slices with |E − Vⱼ| < m; in the others the matrix exponential itself remains valid. The transmission is then read from the (2,2) entry of the product.

## The complete Lean file

```lean
import Mathlib

open Complex

namespace TwoBandBarrier

noncomputable section

/-- The generator `G` of spatial evolution of the right- and left-moving amplitudes
at energy `E`, with band coupling `P ≠ 0` and half-gap `m`. -/
def generator (P m E : ℝ) : Matrix (Fin 2) (Fin 2) ℂ :=
  (1 / (P : ℂ)) • !![I * E, (m : ℂ); (m : ℂ), -(I * E)]

/-- The transfer matrix `exp (L G)` across a length `L`, for `P ≠ 0`. -/
def transfer (P m E L : ℝ) : Matrix (Fin 2) (Fin 2) ℂ :=
  NormedSpace.exp ((L : ℂ) • generator P m E)

/-- The decay constant `q = √(m² - E²) / P`, for `P ≠ 0` and `|E| ≤ |m|`. -/
def decay (P m E : ℝ) : ℝ := √(m ^ 2 - E ^ 2) / P

/-- The inverse squared modulus of the (2,2) entry of the transfer matrix,
for `P ≠ 0` and a nonzero entry. -/
def transmission (P m E L : ℝ) : ℝ := (‖transfer P m E L 1 1‖ ^ 2)⁻¹

/-- Two-by-two matrices with equal entries are equal. -/
private theorem entries_ext {a b c d a' b' c' d' : ℂ} (h₁ : a = a') (h₂ : b = b')
    (h₃ : c = c') (h₄ : d = d') : !![a, b; c, d] = !![a', b'; c', d'] := by
  rw [h₁, h₂, h₃, h₄]

/-- The exponential of a traceless symmetric two-by-two matrix in closed form,
for `b` and `k` nonzero, `k² = a² + b²` and `s k = sinh (k z)`. -/
theorem exp_traceless {a b k z s : ℂ} (hb : b ≠ 0) (hk : k ≠ 0)
    (h : k ^ 2 = a ^ 2 + b ^ 2) (hs : s * k = Complex.sinh (k * z)) :
    NormedSpace.exp !![z * a, z * b; z * b, -(z * a)] =
      !![Complex.cosh (k * z) + s * a, s * b; s * b, Complex.cosh (k * z) - s * a] := by
  -- the columns of `U` are the growing and the decaying mode
  let U : Matrix (Fin 2) (Fin 2) ℂ := !![b, b; k - a, -k - a]
  have hdet : IsUnit U.det := by
    have : U.det = -2 * (b * k) := by
      simp only [U, Matrix.det_fin_two_of]
      ring
    rw [this]
    exact (mul_ne_zero (by norm_num) (mul_ne_zero hb hk)).isUnit
  have hD : ∀ x y : ℂ, Matrix.diagonal ![x, y] = !![x, 0; 0, y] := by
    intro x y
    ext i j
    fin_cases i <;> fin_cases j <;> simp
  have he : ∀ (w : Fin 2 → ℂ) (i : Fin 2), NormedSpace.exp w i = NormedSpace.exp (w i) :=
    fun w i => NormedSpace.map_exp (Pi.evalRingHom (fun _ : Fin 2 => ℂ) i) (continuous_apply i) w
  have hexp : NormedSpace.exp (Matrix.diagonal ![k * z, -(k * z)]) =
      Matrix.diagonal ![Complex.exp (k * z), Complex.exp (-(k * z))] := by
    rw [Matrix.exp_diagonal]
    congr 1
    ext i
    rw [he]
    fin_cases i <;> simp [Complex.exp_eq_exp_ℂ]
  have h1 : !![z * a, z * b; z * b, -(z * a)] * U =
      U * Matrix.diagonal ![k * z, -(k * z)] := by
    rw [hD, Matrix.mul_fin_two, Matrix.mul_fin_two]
    exact entries_ext (by ring) (by ring) (by linear_combination (-z) * h)
      (by linear_combination (-z) * h)
  have h2 : !![Complex.cosh (k * z) + s * a, s * b; s * b, Complex.cosh (k * z) - s * a] * U =
      U * Matrix.diagonal ![Complex.exp (k * z), Complex.exp (-(k * z))] := by
    rw [hD, ← Complex.cosh_add_sinh, ← Complex.cosh_sub_sinh, ← hs,
      Matrix.mul_fin_two, Matrix.mul_fin_two]
    exact entries_ext (by ring) (by ring) (by linear_combination (-s) * h)
      (by linear_combination (-s) * h)
  rw [← Matrix.mul_nonsing_inv_cancel_right U !![z * a, z * b; z * b, -(z * a)] hdet, h1,
    Matrix.exp_conj _ _ ((Matrix.isUnit_iff_isUnit_det U).mpr hdet), hexp, ← h2,
    Matrix.mul_nonsing_inv_cancel_right _ _ hdet]

/-- Inside the gap, for `P > 0`, the decay constant is positive and obeys
`(q P)² = m² - E²`. -/
theorem decay_spec {P m E : ℝ} (hP : 0 < P) (hE : |E| < m) :
    0 < decay P m E ∧ (decay P m E * P) ^ 2 = m ^ 2 - E ^ 2 := by
  obtain ⟨h1, h2⟩ := abs_lt.mp hE
  have h : 0 < m ^ 2 - E ^ 2 := by
    nlinarith [mul_pos (sub_pos.mpr h2) (show 0 < m + E by linarith)]
  refine ⟨div_pos (Real.sqrt_pos.mpr h) hP, ?_⟩
  rw [decay, div_mul_cancel₀ _ hP.ne', Real.sq_sqrt h.le]

/-- The transfer matrix in closed form, for `P > 0` and `|E| < m`. -/
theorem transfer_eq {P m E : ℝ} (hP : 0 < P) (hE : |E| < m) (L : ℝ) :
    let c : ℝ := Real.cosh (decay P m E * L)
    let s : ℝ := Real.sinh (decay P m E * L) / (decay P m E * P)
    transfer P m E L = !![(c : ℂ) + s * (I * E), s * m; s * m, c - s * (I * E)] := by
  intro c s
  obtain ⟨hq, hsq⟩ := decay_spec hP hE
  have hPC : (P : ℂ) ≠ 0 := ofReal_ne_zero.mpr hP.ne'
  have hqC : (decay P m E : ℂ) ≠ 0 := ofReal_ne_zero.mpr hq.ne'
  have hmC : (m : ℂ) ≠ 0 := ofReal_ne_zero.mpr ((abs_nonneg E).trans_lt hE).ne'
  have hC : ((decay P m E : ℂ) * P) ^ 2 = (m : ℂ) ^ 2 - (E : ℂ) ^ 2 := by exact_mod_cast hsq
  have hk : (decay P m E : ℂ) ^ 2 = (I * E / P) ^ 2 + ((m : ℂ) / P) ^ 2 := by
    have : (I * E / P) ^ 2 + ((m : ℂ) / P) ^ 2 = ((m : ℂ) ^ 2 - (E : ℂ) ^ 2) / (P : ℂ) ^ 2 := by
      rw [div_pow, mul_pow, I_sq]
      ring
    rw [this, ← hC]
    field_simp
  have hg : (L : ℂ) • generator P m E =
      !![L * (I * E / P), L * ((m : ℂ) / P); L * ((m : ℂ) / P), -(L * (I * E / P))] := by
    simp only [generator, Matrix.smul_of, Matrix.smul_cons, Matrix.smul_empty, smul_eq_mul]
    apply entries_ext <;> ring
  rw [transfer, hg, exp_traceless (div_ne_zero hmC hPC) hqC hk (div_mul_cancel₀ _ hqC)]
  apply entries_ext <;> simp only [c, s] <;> push_cast <;> ring

/-- The squared modulus of `c - i s E` for real `c`, `s` and `E`. -/
private theorem norm_sq_entry (c s E : ℝ) :
    ‖(c : ℂ) - s * (I * E)‖ ^ 2 = c ^ 2 + (s * E) ^ 2 := by
  rw [Complex.sq_norm, Complex.normSq_apply]
  simp
  ring

/-- For `P > 0` and `|E| < m`, the barrier transmission is
`(m² - E²) / (m² cosh² (q L) - E²)`. -/
theorem transmission_eq {P m E : ℝ} (hP : 0 < P) (hE : |E| < m) (L : ℝ) :
    transmission P m E L =
      (m ^ 2 - E ^ 2) / (m ^ 2 * Real.cosh (decay P m E * L) ^ 2 - E ^ 2) := by
  obtain ⟨hq, hsq⟩ := decay_spec hP hE
  have hne : m ^ 2 - E ^ 2 ≠ 0 := by rw [← hsq]; positivity
  rw [transmission, transfer_eq hP hE L]
  simp only [Matrix.of_apply, Matrix.cons_val', Matrix.cons_val_one, Matrix.cons_val_fin_one]
  rw [norm_sq_entry, mul_pow, div_pow, hsq, Real.sinh_sq, ← inv_div]
  field_simp
  ring

/-- Let `P > 0`, `|E| < m`, and let the transfer matrix take the incident and reflected
amplitudes `a`, `b` to a purely right-moving amplitude `t`. Then `|t|²` and `|b|²` are the
fractions `T` and `1 - T` of `|a|²`, with `T` the transmission. -/
theorem scattering {P m E L : ℝ} (hP : 0 < P) (hE : |E| < m) {a b t : ℂ}
    (h1 : t = transfer P m E L 0 0 * a + transfer P m E L 0 1 * b)
    (h2 : 0 = transfer P m E L 1 0 * a + transfer P m E L 1 1 * b) :
    ‖t‖ ^ 2 = transmission P m E L * ‖a‖ ^ 2 ∧
    ‖b‖ ^ 2 = (1 - transmission P m E L) * ‖a‖ ^ 2 := by
  obtain ⟨hq, hsq⟩ := decay_spec hP hE
  have hs : Real.sinh (decay P m E * L) / (decay P m E * P) * (decay P m E * P) =
      Real.sinh (decay P m E * L) := div_mul_cancel₀ _ (mul_pos hq hP).ne'
  have hch := Real.cosh_sq (decay P m E * L)
  have hc := Real.cosh_pos (decay P m E * L)
  rw [transmission]
  rw [transfer_eq hP hE L] at h1 h2 ⊢
  simp only [Matrix.of_apply, Matrix.cons_val', Matrix.cons_val_zero, Matrix.cons_val_one,
    Matrix.cons_val_fin_one] at h1 h2 ⊢
  generalize Real.sinh (decay P m E * L) / (decay P m E * P) = s at *
  generalize Real.cosh (decay P m E * L) = c at *
  -- the transfer matrix has unit determinant
  have hd : c ^ 2 - s ^ 2 * (m ^ 2 - E ^ 2) = 1 := by
    rw [← hsq, hch, ← hs]
    ring
  have hdC : (c : ℂ) ^ 2 - (s : ℂ) ^ 2 * ((m : ℂ) ^ 2 - (E : ℂ) ^ 2) = 1 := by
    exact_mod_cast hd
  have k1 : ((c : ℂ) - s * (I * E)) * t = a := by
    linear_combination ((c : ℂ) - s * (I * E)) * h1 - s * m * h2 + a * hdC -
      (s : ℂ) ^ 2 * (E : ℂ) ^ 2 * a * I_sq
  have k2 : ((c : ℂ) - s * (I * E)) * b = -(s * m * a) := by
    linear_combination -h2
  have n1 : (c ^ 2 + (s * E) ^ 2) * ‖t‖ ^ 2 = ‖a‖ ^ 2 := by
    rw [← norm_sq_entry, ← mul_pow, ← norm_mul, k1]
  have n2 : (c ^ 2 + (s * E) ^ 2) * ‖b‖ ^ 2 = (s * m) ^ 2 * ‖a‖ ^ 2 := by
    rw [← norm_sq_entry, ← mul_pow, ← norm_mul, k2, norm_neg, ← ofReal_mul, norm_mul,
      Complex.norm_real, Real.norm_eq_abs, mul_pow, sq_abs]
  have hN : 0 < c ^ 2 + (s * E) ^ 2 := by positivity
  rw [norm_sq_entry]
  constructor
  · rw [← n1, inv_mul_cancel_left₀ hN.ne']
  · apply mul_left_cancel₀ hN.ne'
    rw [n2, ← mul_assoc, mul_sub, mul_inv_cancel₀ hN.ne', mul_one]
    linear_combination (-‖a‖ ^ 2) * hd

/-- At midgap, for `P > 0` and `m > 0`, the transmission is `1 / cosh² (m L / P)`. -/
theorem transmission_midgap {P m : ℝ} (hP : 0 < P) (hm : 0 < m) (L : ℝ) :
    transmission P m 0 L = (Real.cosh (m * L / P) ^ 2)⁻¹ := by
  have hd : decay P m 0 * L = m * L / P := by
    rw [decay, show m ^ 2 - (0 : ℝ) ^ 2 = m ^ 2 by ring, Real.sqrt_sq hm.le]
    ring
  have hc := Real.cosh_pos (m * L / P)
  rw [transmission_eq hP (by simpa using hm), hd, zero_pow two_ne_zero, sub_zero, sub_zero]
  field_simp

end

end TwoBandBarrier
```

```lean
#print axioms TwoBandBarrier.transmission_eq
#print axioms TwoBandBarrier.scattering
#print axioms TwoBandBarrier.transmission_midgap
```

```
'TwoBandBarrier.transmission_eq' depends on axioms: [propext, Classical.choice, Quot.sound]
'TwoBandBarrier.scattering' depends on axioms: [propext, Classical.choice, Quot.sound]
'TwoBandBarrier.transmission_midgap' depends on axioms: [propext, Classical.choice, Quot.sound]
```

## How the Lean proof is organised

`exp_traceless` carries out the diagonalisation for z times the traceless symmetric matrix with entries a, b, b, −a, where b and the eigenvalues ±k are nonzero. Its `a` and `b` are matrix entries, unrelated to the wave amplitudes in `scattering`, and its `s` is sinh(kz)/k, without the factor 1/P. The columns of `U` are the two modes, and `hdet` shows that they are independent, since the determinant is −2bk. The step `h1` says that the modes are eigenvectors of the exponent; `h2` says that the proposed closed form multiplies them by the exponentials of the eigenvalues. In both, the lower entries need k² = a² + b², which `linear_combination` supplies. The final rewriting uses `Matrix.exp_conj` to take the exponential through the change of basis.

`decay_spec` provides q > 0 and (qP)² = m² − E². `transfer_eq` then applies the general lemma with a = iE/P, b = m/P, k = q and z = L, and arrives at the matrix M above.

For `transmission_eq`, the lemma `norm_sq_entry` computes |c − isE|² = c² + s²E². The rewriting with `hsq` and `Real.sinh_sq` puts in the values of (qP)² and sinh², and `field_simp` and `ring` finish the fraction.

In `scattering`, the `generalize` lines replace the hyperbolic expressions by plain letters `c` and `s`, after which `hd` records the unit determinant. The equations `k1` and `k2` are the solutions for t and b with the denominator multiplied out:

(c − isE) t = a, (c − isE) b = −sm a.

Taking squared moduli gives `n1` and `n2`. The transmitted fraction follows from `n1` by dividing by c² + s²E², which `hN` shows to be positive. The reflected fraction follows from `n2` and `hd`, as in the derivation by hand.

`transmission_midgap` evaluates qL at E = 0, where the square root of m² is m because m > 0, and substitutes it in the general formula.
